# A translation-invariant finite-range chain has a compact zero mode exactly when its hopping determinant vanishes identically

Q: Before any theorem, what are the states and the operators?

A: The chain has cells \(x\in\mathbb Z\) and a finite set `n` of orbitals per cell; all orbitals of the chain are taken to be orthonormal.

```lean
import Mathlib

open LaurentPolynomial Matrix

namespace CompactZeroModes

noncomputable section

variable {n : Type*} [Fintype n]
```

A compact state gives each orbital \(j\) an amplitude \(\psi_j(x)\) that is nonzero at only finitely many cells. In Lean, `ℤ →₀ ℂ` is the type of such amplitudes.

```lean
/-- A compact multi-orbital state: each orbital carries a finitely supported
amplitude on the chain of unit cells. -/
abbrev CompactState (n : Type*) := n → (ℤ →₀ ℂ)
```

Write \(\delta_x\) for unit amplitude at cell \(x\). Translation by \(R\) sends \(\delta_x\) to \(\delta_{x+R}\), so positive \(R\) moves to the right.

```lean
/-- Translations of the chain, as operators on finitely supported amplitudes. -/
def shift : Multiplicative ℤ →* Module.End ℂ (ℤ →₀ ℂ) where
  toFun R := Finsupp.lmapDomain ℂ ℂ (fun x => x + R.toAdd)
  map_one' := by
    refine Finsupp.lhom_ext fun x a => ?_
    simp [Finsupp.mapDomain_single]
  map_mul' R S := by
    refine Finsupp.lhom_ext fun x a => ?_
    simp [Finsupp.mapDomain_single, Module.End.mul_apply, add_comm, add_left_comm]
```

A Laurent polynomial is a finite sum \(p=\sum_R p_R T^R\), with negative powers allowed. It acts as the same combination of translations, and products of polynomials become compositions of operators.

```lean
/-- A Laurent polynomial as a finite-range operator: the monomial `T R` acts as
translation by `R` cells. -/
def act : ℂ[T;T⁻¹] →ₐ[ℂ] Module.End ℂ (ℤ →₀ ℂ) :=
  AddMonoidAlgebra.lift _ _ _ shift
```

A matrix \(h\) of Laurent polynomials then acts by \((h\psi)_i=\sum_j h_{ij}\psi_j\).

```lean
/-- The hopping operator of a matrix of Laurent polynomials on compact states. -/
def hop (h : Matrix n n ℂ[T;T⁻¹]) (ψ : CompactState n) : CompactState n :=
  fun i => ∑ j, act (h i j) (ψ j)
```

Two dictionaries connect states and polynomials. One sends an amplitude \(f\) to its generating function \(G(f)=\sum_x f(x)T^x\); the other sends a vector \(v\) of polynomials to the state with orbitals \(v_j\delta_0\).

```lean
/-- The generating function `∑ₓ f(x) Tˣ` of a finitely supported amplitude. -/
def genFun : (ℤ →₀ ℂ) →ₗ[ℂ] ℂ[T;T⁻¹] :=
  Finsupp.linearCombination ℂ (fun x : ℤ => (T x : ℂ[T;T⁻¹]))

/-- The compact state whose orbital generating functions are the entries of `v`,
built by acting on a particle at the origin. -/
def ofGenFun (v : n → ℂ[T;T⁻¹]) : CompactState n :=
  fun j => act (v j) (Finsupp.single 0 1)
```

Q: That is algebra. Where is the hopping Hamiltonian I would write down?

A: It follows from the translation rule. Since \(T^R\delta_x=\delta_{x+R}\), linearity gives \((T^Rf)(x)=f(x-R)\). If \(h_{ij}=\sum_R t^R_{ij}T^R\), then
\[
(h\psi)_i(x)=\sum_j\sum_R t^R_{ij}\,\psi_j(x-R).
\]
So \(t^R_{ij}\) is the amplitude for hopping from orbital \(j\) to orbital \(i\), \(R\) cells to the right. The three lemmas follow these steps; `act_T_apply` uses induction over sums of single-cell amplitudes.

```lean
/-- The monomial `T R` moves an amplitude at cell `x` to cell `x + R`. -/
theorem act_T_single (R x : ℤ) (a : ℂ) :
    act (T R) (Finsupp.single x a) = Finsupp.single (x + R) a := by
  have h : (T R : ℂ[T;T⁻¹]) = AddMonoidAlgebra.single R 1 := rfl
  rw [act, h, AddMonoidAlgebra.lift_single, one_smul]
  simp [shift, Finsupp.mapDomain_single]

/-- After translation by `R`, the amplitude at `x` is the old amplitude at `x - R`. -/
theorem act_T_apply (R x : ℤ) (f : ℤ →₀ ℂ) : act (T R) f x = f (x - R) := by
  induction f using Finsupp.induction_linear with
  | zero => simp
  | add f g hf hg => rw [map_add, Finsupp.add_apply, Finsupp.add_apply, hf, hg]
  | single y a =>
    have e : y + R = x ↔ y = x - R := by omega
    rw [act_T_single, Finsupp.single_apply, Finsupp.single_apply]
    by_cases h : y + R = x
    · rw [if_pos h, if_pos (e.1 h)]
    · rw [if_neg h, if_neg (mt e.2 h)]

/-- In real space, a matrix with hopping amplitudes `t R i j` acts by
`(hψ)ᵢ(x) = ∑ⱼ ∑_R t R i j ψⱼ(x - R)`. -/
theorem hop_apply (h : Matrix n n ℂ[T;T⁻¹]) (s : Finset ℤ) (t : ℤ → Matrix n n ℂ)
    (ht : ∀ i j, h i j = ∑ R ∈ s, t R i j • T R) (ψ : CompactState n) (i : n) (x : ℤ) :
    hop h ψ i x = ∑ j, ∑ R ∈ s, t R i j * ψ j (x - R) := by
  simp only [hop, ht, map_sum, map_smul, Finsupp.finsetSum_apply, LinearMap.sum_apply,
    LinearMap.smul_apply, Finsupp.smul_apply, smul_eq_mul, act_T_apply]
```

Q: Does passing to generating functions lose anything?

A: No. On one cell, \(G(T^R\delta_x)=T^{x+R}=T^R\,G(\delta_x)\), and linearity in both arguments gives \(G(pf)=p\,G(f)\). In the other direction, \(G(f)\delta_0=\sum_x f(x)\delta_x=f\). Both Lean proofs reduce to single terms by induction.

```lean
/-- The generating function turns the action of a Laurent polynomial into
multiplication by it. -/
theorem genFun_act (p : ℂ[T;T⁻¹]) (f : ℤ →₀ ℂ) : genFun (act p f) = p * genFun f := by
  refine LaurentPolynomial.induction_on' p (fun p q hp hq => ?_) (fun R a => ?_)
  · rw [map_add, LinearMap.add_apply, map_add, hp, hq, add_mul]
  · rw [← smul_eq_C_mul, map_smul, LinearMap.smul_apply, map_smul, smul_mul_assoc]
    congr 1
    -- a single translation, checked on amplitudes at one cell
    induction f using Finsupp.induction_linear with
    | zero => simp
    | add f g hf hg => rw [map_add, map_add, map_add, hf, hg, mul_add]
    | single x b =>
      rw [act_T_single]
      simp only [genFun, Finsupp.linearCombination_single, mul_smul_comm]
      rw [add_comm x R, T_add]

/-- Acting with the generating function of `f` on a particle at the origin
gives back `f`. -/
theorem act_genFun (f : ℤ →₀ ℂ) : act (genFun f) (Finsupp.single 0 1) = f := by
  induction f using Finsupp.induction_linear with
  | zero => simp
  | add f g hf hg => rw [map_add, map_add, LinearMap.add_apply, hf, hg]
  | single x a =>
    rw [genFun, Finsupp.linearCombination_single, map_smul, LinearMap.smul_apply,
      act_T_single, zero_add, Finsupp.smul_single, smul_eq_mul, mul_one]
```

For a whole state, \(\sum_j h_{ij}(v_j\delta_0)=(hv)_i\delta_0\), so hopping becomes matrix multiplication. Because Laurent polynomials commute, hopping also commutes with translations, and every translate of a zero mode is again a zero mode.

```lean
/-- On generating functions, hopping is multiplication of a vector by the matrix `h`. -/
theorem hop_ofGenFun (h : Matrix n n ℂ[T;T⁻¹]) (v : n → ℂ[T;T⁻¹]) :
    hop h (ofGenFun v) = ofGenFun (h *ᵥ v) := by
  funext i
  simp only [hop, ofGenFun, mulVec, dotProduct, map_sum, LinearMap.sum_apply, map_mul,
    Module.End.mul_apply]

/-- Hopping commutes with translation of the whole state by `R` cells. -/
theorem hop_translate (h : Matrix n n ℂ[T;T⁻¹]) (R : ℤ) (ψ : CompactState n) :
    hop h (fun j => act (T R) (ψ j)) = fun i => act (T R) (hop h ψ i) := by
  funext i
  simp only [hop, map_sum]
  refine Finset.sum_congr rfl fun j _ => ?_
  rw [← Module.End.mul_apply, ← map_mul, mul_comm (h i j), map_mul, Module.End.mul_apply]
```

Q: Then how does the determinant decide the matter?

A: Suppose \(\psi\neq0\) and \(h\psi=0\). Put \(v_j=G(\psi_j)\). Then \(v\neq0\), since \(v_j\delta_0=\psi_j\). Also \((hv)_i\delta_0=(h\psi)_i=0\), and applying \(G\) gives \((hv)_i=0\). Multiplying \(hv=0\) by the adjugate gives \((\det h)\,v=0\). A product of nonzero Laurent polynomials is nonzero, so \(\det h=0\).

Conversely, if \(\det h=0\), \(h\) has a nonzero kernel vector over the rational functions. Clearing denominators makes it a Laurent-polynomial vector \(v\neq0\) with \(hv=0\), and the state \(v_j\delta_0\) is a compact zero mode.

In Lean, `key` is the injectivity of \(v\mapsto(v_j\delta_0)_j\), and Mathlib's `Matrix.exists_mulVec_eq_zero_iff` supplies the kernel criterion.

```lean
/-- A finite-range hopping operator annihilates some nonzero compact state if and
only if its determinant is the zero Laurent polynomial. -/
theorem exists_compact_zero_mode_iff [DecidableEq n] (h : Matrix n n ℂ[T;T⁻¹]) :
    (∃ ψ : CompactState n, ψ ≠ 0 ∧ hop h ψ = 0) ↔ h.det = 0 := by
  have : IsDomain ℂ[T;T⁻¹] := NoZeroDivisors.to_isDomain _
  -- a vector of Laurent polynomials whose compact state is zero is itself zero
  have key : ∀ v : n → ℂ[T;T⁻¹], ofGenFun v = 0 → v = 0 := by
    intro v hv
    funext j
    have h1 : act (v j) (Finsupp.single 0 1) = 0 := congrFun hv j
    have h2 := genFun_act (v j) (Finsupp.single 0 1)
    rw [h1, map_zero, genFun, Finsupp.linearCombination_single, one_smul, T_zero,
      mul_one] at h2
    exact h2.symm
  rw [← Matrix.exists_mulVec_eq_zero_iff]
  constructor
  · rintro ⟨ψ, hψ, h0⟩
    have hrec : ofGenFun (fun j => genFun (ψ j)) = ψ := funext fun j => act_genFun (ψ j)
    refine ⟨fun j => genFun (ψ j), fun hv => hψ ?_, key _ ?_⟩
    · rw [← hrec, hv]
      funext j
      simp [ofGenFun]
    · rw [← hop_ofGenFun, hrec, h0]
  · rintro ⟨v, hv, h0⟩
    refine ⟨ofGenFun v, fun hz => hv (key v hz), ?_⟩
    rw [hop_ofGenFun, h0]
    funext j
    simp [ofGenFun]
```

Q: My band touches zero at one momentum. Is that enough?

A: No. Take one orbital with \(h=2-T-T^{-1}\). On a plane wave \(e^{ikx}\) it gives \(2-2\cos k\), which for \(-\pi<k\le\pi\) vanishes only at \(k=0\), yet \(\det h\) is not the zero polynomial, so no compact zero mode exists. Write \(h(k)\) for \(h\) with \(T\) replaced by \(e^{-ik}\), its action on plane waves. In Bloch language the condition is \(\det h(k)=0\) for every real \(k\): a flat band at zero energy, for a non-interacting, one-dimensional chain. For energy \(E\), apply the theorem to \(h-E\). Hermiticity is not assumed; interactions, disorder and higher dimensions are not covered.

Q: Can I construct the state?

A: Often from the adjugate: \(h\,\mathrm{adj}(h)=(\det h)\,1=0\), so each of its columns gives an annihilated state. That state may be zero, as for the \(2\times2\) zero matrix.

```lean
/-- If `det h = 0`, the compact state read off from any column of the adjugate of `h`
is annihilated by the hopping operator. -/
theorem hop_adjugate_column [DecidableEq n] (h : Matrix n n ℂ[T;T⁻¹]) (hd : h.det = 0)
    (k : n) : hop h (ofGenFun fun j => h.adjugate j k) = 0 := by
  have h0 : h *ᵥ (fun j => h.adjugate j k) = 0 := by
    funext i
    have e := congrFun (congrFun (mul_adjugate h) i) k
    rw [hd, zero_smul] at e
    exact e
  rw [hop_ofGenFun, h0]
  funext j
  simp [ofGenFun]
```

Q: Show me numbers.

A: Take this two-orbital chain.

```lean
/-- A two-orbital chain of sawtooth type, with hopping between neighbouring cells. -/
def sawtooth : Matrix (Fin 2) (Fin 2) ℂ[T;T⁻¹] :=
  !![1, 1 + T 1; 1 + T (-1), (1 + T (-1)) * (1 + T 1)]
```

Let \(\psi_1=\delta_0+\delta_1\) and \(\psi_2=-\delta_0\). The first row gives
\[
(\delta_0+\delta_1)-(1+T)\delta_0=0.
\]
In the second row, the first orbital contributes
\[
(1+T^{-1})(\delta_0+\delta_1)=\delta_{-1}+2\delta_0+\delta_1,
\]
and the second contributes \(-(2+T+T^{-1})\delta_0\), which cancels it. The three amplitudes are \(1,1,-1\), or \(1/\sqrt3,1/\sqrt3,-1/\sqrt3\) after normalisation.

Lean sees that the state is nonzero from the second orbital at cell 0; `simp` carries out the translations and `abel` cancels the terms.

```lean
/-- In the sawtooth-type chain, the state with amplitude 1 on the first orbital of cells
0 and 1 and amplitude -1 on the second orbital of cell 0 is a nonzero zero mode. -/
theorem sawtooth_zero_mode :
    (![Finsupp.single 0 1 + Finsupp.single 1 1, -Finsupp.single 0 1] : CompactState (Fin 2)) ≠ 0
    ∧ hop sawtooth ![Finsupp.single 0 1 + Finsupp.single 1 1, -Finsupp.single 0 1] = 0 := by
  constructor
  · intro h
    have h1 := DFunLike.congr_fun (congrFun h 1) (0 : ℤ)
    simp at h1
  · refine funext (Fin.forall_fin_two.2 ⟨?_, ?_⟩) <;>
      simp [hop, sawtooth, Fin.sum_univ_two, act_T_single, Module.End.mul_apply] <;> abel

end

end CompactZeroModes
```

```lean
#print axioms CompactZeroModes.hop_translate
#print axioms CompactZeroModes.exists_compact_zero_mode_iff
#print axioms CompactZeroModes.hop_adjugate_column
#print axioms CompactZeroModes.sawtooth_zero_mode
```

```
'CompactZeroModes.hop_translate' depends on axioms: [propext, Classical.choice, Quot.sound]
'CompactZeroModes.exists_compact_zero_mode_iff' depends on axioms: [propext, Classical.choice, Quot.sound]
'CompactZeroModes.hop_adjugate_column' depends on axioms: [propext, Classical.choice, Quot.sound]
'CompactZeroModes.sawtooth_zero_mode' depends on axioms: [propext, Classical.choice, Quot.sound]
```
